# Orthogonality of cluster functions up to t sites when all correlations up to 2t sites vanish

On a finite set of sites carrying spins ±1, the cluster function of a set of sites is the product of its spins, and a correlation is the equal-weight average of such a function over a finite set `X` of configurations. The theorem assumes that the correlations of all nonempty clusters with at most 2t sites vanish on `X`. It states that for clusters S and T of at most t sites each, the product of their cluster functions, summed over `X`, is |X| if S = T and 0 otherwise; for nonempty `X`, the corresponding averages are 1 and 0. The proof uses the fact that the product of two cluster functions is the cluster function of the sites belonging to exactly one of the clusters. For S ≠ T this is a nonempty cluster of at most 2t sites, so its correlation vanishes, while for S = T the attempt leaves the calculation to a single `simp`.

In Lean, a first try:

```lean
import Mathlib

open Finset

namespace ClusterFnOrthogonal

noncomputable section

variable {ι : Type*}

/-- The cluster function of a set `S` of sites: the product of the spins `±1` on `S`. -/
def clusterFn (S : Finset ι) (σ : ι → ℤˣ) : ℝ := ∏ i ∈ S, ((σ i : ℤ) : ℝ)

/-- The correlation of the cluster `S`: the equal-weight average of its cluster function over
a nonempty finite set `X` of configurations. -/
def correlation (X : Finset (ι → ℤˣ)) (S : Finset ι) : ℝ :=
  (∑ σ ∈ X, clusterFn S σ) / (X.card : ℝ)

/-- All correlations of nonempty clusters with at most `k` sites vanish on `X`. -/
def IsUncorrelated (X : Finset (ι → ℤˣ)) (k : ℕ) : Prop :=
  ∀ S : Finset ι, S.Nonempty → S.card ≤ k → correlation X S = 0

variable [Fintype ι]

variable [DecidableEq ι] {X : Finset (ι → ℤˣ)} {t : ℕ}

/-- The product of two cluster functions is the cluster function of the sites that belong to
exactly one of the two clusters. -/
theorem clusterFn_mul (S T : Finset ι) (σ : ι → ℤˣ) :
    clusterFn S σ * clusterFn T σ = clusterFn (symmDiff S T) σ := by
  have key : ∀ U : Finset ι,
      clusterFn U σ = ∏ i, if i ∈ U then ((σ i : ℤ) : ℝ) else 1 := by
    intro U
    simp [clusterFn, Finset.prod_ite_mem]
  rw [key S, key T, key (symmDiff S T), ← Finset.prod_mul_distrib]
  refine Finset.prod_congr rfl fun i _ => ?_
  -- a spin shared by both clusters squares to one
  rcases Int.units_eq_one_or (σ i) with h | h <;> by_cases hS : i ∈ S <;>
    by_cases hT : i ∈ T <;> simp [h, hS, hT, Finset.mem_symmDiff]

/-- If all correlations of nonempty clusters up to `2t` sites vanish on `X`, the cluster functions
of clusters with at most `t` sites are orthogonal on `X`, each with squared norm `|X|`. -/
theorem clusterFn_orthogonal (h : IsUncorrelated X (2 * t)) {S T : Finset ι}
    (hS : S.card ≤ t) (hT : T.card ≤ t) :
    ∑ σ ∈ X, clusterFn S σ * clusterFn T σ = if S = T then (X.card : ℝ) else 0 := by
  split_ifs with e
  · subst e
    simp [clusterFn_mul, clusterFn]
  · have hne : (symmDiff S T).Nonempty :=
      Finset.nonempty_iff_ne_empty.2 fun h0 => e (symmDiff_eq_bot.1 h0)
    have hsub : symmDiff S T ⊆ S ∪ T := by
      intro i hi
      rw [Finset.mem_symmDiff] at hi
      rw [Finset.mem_union]
      tauto
    have hcard : (symmDiff S T).card ≤ 2 * t := by
      have h1 := Finset.card_le_card hsub
      have h2 := Finset.card_union_le S T
      omega
    simp_rw [clusterFn_mul]
    rcases div_eq_zero_iff.1 (h _ hne hcard) with h0 | h0
    · exact h0
    · rw [Finset.card_eq_zero.1 (Nat.cast_eq_zero.1 h0), Finset.sum_empty]

end

end ClusterFnOrthogonal
```

Messages:

```
Main.lean:47:2: error: unsolved goals
case pos
ι : Type u_1
inst✝¹ : Fintype ι
inst✝ : DecidableEq ι
X : Finset (ι → ℤˣ)
t : ℕ
h : IsUncorrelated X (2 * t)
S : Finset ι
hS hT : #S ≤ t
⊢ ∑ σ ∈ X, (∏ i ∈ S, ↑↑(σ i)) * ∏ i ∈ S, ↑↑(σ i) = ↑(#X)
Main.lean:48:10: warning: This simp argument is unused:
  clusterFn_mul

Hint: Omit it from the simp argument list.
  [apply] simp [clusterFn]

Note: This linter can be disabled with `set_option linter.unusedSimpArgs false`
```

The repair, with which the file compiles:

```diff
@@ -46,5 +46,6 @@
   split_ifs with e
   · subst e
-    simp [clusterFn_mul, clusterFn]
+    simp only [clusterFn_mul, symmDiff_self, Finset.bot_eq_empty]
+    simp [clusterFn]
   · have hne : (symmDiff S T).Nonempty :=
       Finset.nonempty_iff_ne_empty.2 fun h0 => e (symmDiff_eq_bot.1 h0)
```

Diagnosis. The error is in the case S = T. The call `simp [clusterFn_mul, clusterFn]` was given both the product rule and the definition of `clusterFn`. Since `simp` simplifies the factors of a product before it tries `clusterFn_mul` on the product itself, it unfolds each `clusterFn S σ` first. The left side of `clusterFn_mul`, a product of two `clusterFn` terms, then no longer appears. The remaining goal shows this, with two explicit products over `S` multiplied together, and the warning confirms that `clusterFn_mul` was never used.

The repair separates the two steps. The `simp only` call applies `clusterFn_mul` while `clusterFn` is still folded, `symmDiff_self` turns the symmetric difference of `S` with itself into `⊥`, and `Finset.bot_eq_empty` rewrites that as the empty set. Then `simp [clusterFn]` unfolds the definition, where the empty product is 1, and summing 1 over `X` gives its cardinality.
